# At fixed σ and π amplitudes, the singular values of two-centre p–d hopping do not depend on bond direction

## Does turning a p–d bond change its hopping strengths?

A ligand p orbital sits next to a transition-metal atom, and I turn the bond while keeping its length fixed. The entries of the p–d hopping block generally change, often in a complicated way. In the two-centre approximation, though, the bond direction and two numbers fix them all: the σ amplitude s and the π amplitude p. With the p orbital written as a vector v, the bond as a unit vector n, and the d orbital as a symmetric traceless tensor, the hopping is

w = v − ⟨n,v⟩n

T(v) = √(3/2) s⟨n,v⟩(nnᵀ − I/3) + (p/√2)(nwᵀ + wnᵀ)

I expect the squared norm of T(v) to be s²⟨n,v⟩² + p²‖w‖², and the singular values of the linear map v ↦ T(v) to be the same for every n. Can this be derived step by step and checked by a proof assistant?

## The strengths stay fixed: the squared singular values are s², p², p² for every unit n

Start with the transverse part. Since ⟨n,n⟩ = 1,

⟨n,w⟩ = ⟨n,v⟩ − ⟨n,v⟩⟨n,n⟩ = 0

Write w(u) and w(v) for the transverse parts of two p vectors. Expanding their product gives

⟨w(u),w(v)⟩ = ⟨u,v⟩ − 2⟨n,u⟩⟨n,v⟩ + ⟨n,u⟩⟨n,v⟩ = ⟨u,v⟩ − ⟨n,u⟩⟨n,v⟩

Now set S = nnᵀ − I/3 and P(a) = naᵀ + anᵀ for a orthogonal to n. Both are symmetric, and their traces are 1 − 1 = 0 and 2⟨n,a⟩ = 0, so T(v) is symmetric and traceless.

Let A:B = Σᵢⱼ AᵢⱼBᵢⱼ be the Frobenius product. For a and b orthogonal to n,

S:S = 1 − 2/3 + 1/3 = 2/3

S:P(a) = 2⟨n,a⟩ − (2/3)⟨n,a⟩ = 0

P(a):P(b) = 2⟨a,b⟩ + 2⟨n,a⟩⟨n,b⟩ = 2⟨a,b⟩

The prefactors cancel these norms, because (3/2)(2/3) = 1 and (1/2)·2 = 1:

T(u):T(v) = s²⟨n,u⟩⟨n,v⟩ + p²⟨w(u),w(v)⟩

Setting u = v gives the norm formula. Inserting the product of transverse parts gives T(u):T(v) = ⟨u,Gv⟩ with

G = s²nnᵀ + p²(I − nnᵀ)

G multiplies n by s² and every vector transverse to n by p². Hence

det(xI − G) = (x − s²)(x − p²)²

The direction n has disappeared. The singular values of the map v ↦ T(v) are |s|, |p|, |p|.

### From orbitals to Lean definitions

A p orbital is a function `Fin 3 → ℝ`, holding its Cartesian components. `perp n v` is w, `hop s p n v` is T(v), and `frob` is the Frobenius product. `gram s p n` is defined from the hopping tensors of the three Cartesian p orbitals; its form G is then a theorem. The hypothesis `hn : n ⬝ᵥ n = 1` says that n is a unit vector.

The singular values enter through this Gram matrix: `frob_hop_eq_gram` shows that it represents the product for all u and v, and `gram_det` gives its characteristic determinant.

The amplitudes `s` and `p` are arbitrary real numbers. They stand for the two-centre integrals at one bond length, with the orbitals' angular momentum about the bond equal to 0 and ±1 respectively. No radial functions or integrals are computed, and three-centre and crystal-field terms are absent.

```lean
import Mathlib

open Matrix

namespace TwoCentrePD

noncomputable section

/-- The part of the p-orbital vector `v` left after subtracting `⟨n,v⟩ n`;
for a unit bond direction `n` it is the transverse part. -/
def perp (n v : Fin 3 → ℝ) : Fin 3 → ℝ := v - (n ⬝ᵥ v) • n

/-- The p-to-d hopping: for a unit vector `n`, the d tensor reached from the p orbital `v` along the
bond `n`, with sigma amplitude `s` and pi amplitude `p`. -/
def hop (s p : ℝ) (n v : Fin 3 → ℝ) : Matrix (Fin 3) (Fin 3) ℝ :=
  (√(3 / 2) * s * (n ⬝ᵥ v)) • (vecMulVec n n - (1 / 3 : ℝ) • 1) +
    (p / √2) • (vecMulVec n (perp n v) + vecMulVec (perp n v) n)

/-- The Frobenius inner product of two real 3 × 3 tensors. -/
def frob (A B : Matrix (Fin 3) (Fin 3) ℝ) : ℝ := ∑ i, ∑ j, A i j * B i j

/-- The Gram matrix of the hopping: Frobenius products of the hopping tensors of the three Cartesian
p orbitals. -/
def gram (s p : ℝ) (n : Fin 3 → ℝ) : Matrix (Fin 3) (Fin 3) ℝ :=
  Matrix.of fun i j => frob (hop s p n (Pi.single i 1)) (hop s p n (Pi.single j 1))

variable {n : Fin 3 → ℝ}

/-- For a unit bond direction, the transverse part of a p orbital is orthogonal to the bond. -/
theorem dot_perp (hn : n ⬝ᵥ n = 1) (v : Fin 3 → ℝ) : n ⬝ᵥ perp n v = 0 := by
  simp [perp, dotProduct_sub, dotProduct_smul, hn]

/-- For a unit bond direction, the inner product of two transverse parts is the full inner
product minus the product of the components along the bond. -/
theorem perp_dot_perp (hn : n ⬝ᵥ n = 1) (u v : Fin 3 → ℝ) :
    perp n u ⬝ᵥ perp n v = u ⬝ᵥ v - (n ⬝ᵥ u) * (n ⬝ᵥ v) := by
  simp only [perp, sub_dotProduct, dotProduct_sub, smul_dotProduct, dotProduct_smul,
    smul_eq_mul, hn, dotProduct_comm u n]
  ring

/-- For a unit bond direction `n` and vectors `a`, `b` orthogonal to it, the sigma and pi
tensors do not mix in the Frobenius product of two of their combinations. -/
theorem frob_channels (hn : n ⬝ᵥ n = 1) {a b : Fin 3 → ℝ} (ha : n ⬝ᵥ a = 0)
    (hb : n ⬝ᵥ b = 0) (α β γ δ : ℝ) :
    frob (α • (vecMulVec n n - (1 / 3 : ℝ) • 1) + β • (vecMulVec n a + vecMulVec a n))
      (γ • (vecMulVec n n - (1 / 3 : ℝ) • 1) + δ • (vecMulVec n b + vecMulVec b n)) =
      2 / 3 * (α * γ) + 2 * (β * δ) * (a ⬝ᵥ b) := by
  simp only [dotProduct, Fin.sum_univ_three] at hn ha hb
  simp only [frob, dotProduct, Fin.sum_univ_three, Matrix.add_apply, Matrix.sub_apply,
    Matrix.smul_apply, vecMulVec_apply, Matrix.one_apply, smul_eq_mul, Fin.reduceEq,
    ↓reduceIte]
  -- the coefficients record where unit length and orthogonality enter
  linear_combination
    (α * γ * (n 0 * n 0 + n 1 * n 1 + n 2 * n 2 + 1 / 3) +
      2 * β * δ * (a 0 * b 0 + a 1 * b 1 + a 2 * b 2)) * hn +
    (α * δ * (2 * (n 0 * n 0 + n 1 * n 1 + n 2 * n 2) - 2 / 3) +
      2 * β * δ * (n 0 * a 0 + n 1 * a 1 + n 2 * a 2)) * hb +
    (β * γ * (2 * (n 0 * n 0 + n 1 * n 1 + n 2 * n 2) - 2 / 3)) * ha

/-- For a unit bond direction, the hopping produces a symmetric traceless tensor. -/
theorem hop_symm_traceless (hn : n ⬝ᵥ n = 1) (s p : ℝ) (v : Fin 3 → ℝ) :
    (hop s p n v)ᵀ = hop s p n v ∧ (hop s p n v).trace = 0 := by
  constructor
  · ext i j
    have h1 : (1 : Matrix (Fin 3) (Fin 3) ℝ) j i = (1 : Matrix (Fin 3) (Fin 3) ℝ) i j :=
      congrFun (congrFun Matrix.transpose_one i) j
    simp only [hop, Matrix.transpose_apply, Matrix.add_apply, Matrix.sub_apply,
      Matrix.smul_apply, vecMulVec_apply, smul_eq_mul, h1]
    ring
  · have hw := dot_perp hn v
    have hn' := hn
    simp only [dotProduct, Fin.sum_univ_three] at hw hn'
    simp only [hop, Matrix.trace, Matrix.diag_apply, Fin.sum_univ_three, Matrix.add_apply,
      Matrix.sub_apply, Matrix.smul_apply, vecMulVec_apply, Matrix.one_apply_eq, smul_eq_mul]
    linear_combination (√(3 / 2) * s * (n ⬝ᵥ v)) * hn' + (2 * (p / √2)) * hw

/-- For a unit bond direction, the Frobenius product of two hopping tensors is `s²` times the
product of the bond components plus `p²` times the product of the transverse parts. -/
theorem hop_inner (hn : n ⬝ᵥ n = 1) (s p : ℝ) (u v : Fin 3 → ℝ) :
    frob (hop s p n u) (hop s p n v) =
      s ^ 2 * ((n ⬝ᵥ u) * (n ⬝ᵥ v)) + p ^ 2 * (perp n u ⬝ᵥ perp n v) := by
  unfold hop
  rw [frob_channels hn (dot_perp hn u) (dot_perp hn v)]
  -- the prefactors normalise the two channels
  have h1 : √(3 / 2 : ℝ) * √(3 / 2 : ℝ) = 3 / 2 := Real.mul_self_sqrt (by norm_num)
  have h2 : p / √2 * (p / √2) = p ^ 2 / 2 := by
    rw [div_mul_div_comm, Real.mul_self_sqrt (by norm_num)]
    ring
  linear_combination (2 / 3 * s ^ 2 * (n ⬝ᵥ u) * (n ⬝ᵥ v)) * h1 +
    (2 * (perp n u ⬝ᵥ perp n v)) * h2

/-- For a unit bond direction, the squared Frobenius norm of the hopping tensor is
`s²⟨n,v⟩² + p²‖w‖²`, where `w` is the transverse part of `v`. -/
theorem hop_normSq (hn : n ⬝ᵥ n = 1) (s p : ℝ) (v : Fin 3 → ℝ) :
    frob (hop s p n v) (hop s p n v) =
      s ^ 2 * (n ⬝ᵥ v) ^ 2 + p ^ 2 * (perp n v ⬝ᵥ perp n v) := by
  rw [hop_inner hn]
  ring

/-- For a unit bond direction, the Gram matrix is `s²` times the projector on the bond plus
`p²` times the projector on the transverse plane. -/
theorem gram_eq (hn : n ⬝ᵥ n = 1) (s p : ℝ) :
    gram s p n = s ^ 2 • vecMulVec n n + p ^ 2 • (1 - vecMulVec n n) := by
  ext i j
  have hc : ∀ k, n ⬝ᵥ (Pi.single k 1 : Fin 3 → ℝ) = n k := fun k => by simp
  have hd : (Pi.single i 1 : Fin 3 → ℝ) ⬝ᵥ (Pi.single j 1 : Fin 3 → ℝ) =
      (1 : Matrix (Fin 3) (Fin 3) ℝ) i j := by
    rw [single_dotProduct, one_mul, Pi.single_apply, Matrix.one_apply]
  simp only [gram, Matrix.of_apply]
  rw [hop_inner hn, perp_dot_perp hn, hc, hc, hd]
  simp only [Matrix.add_apply, Matrix.sub_apply, Matrix.smul_apply, vecMulVec_apply,
    smul_eq_mul]

/-- For a unit bond direction, the Gram matrix gives the Frobenius product of the hopping
tensors of any two p orbitals. -/
theorem frob_hop_eq_gram (hn : n ⬝ᵥ n = 1) (s p : ℝ) (u v : Fin 3 → ℝ) :
    frob (hop s p n u) (hop s p n v) = u ⬝ᵥ (gram s p n *ᵥ v) := by
  rw [hop_inner hn, perp_dot_perp hn, gram_eq hn]
  simp only [dotProduct, Matrix.mulVec, Fin.sum_univ_three, Matrix.add_apply,
    Matrix.sub_apply, Matrix.smul_apply, vecMulVec_apply, Matrix.one_apply, smul_eq_mul,
    Fin.reduceEq, ↓reduceIte]
  ring

/-- For every unit bond direction, the characteristic polynomial of the Gram matrix is
`(x - s²)(x - p²)²` at every real `x`. -/
theorem gram_det (hn : n ⬝ᵥ n = 1) (s p x : ℝ) :
    (x • (1 : Matrix (Fin 3) (Fin 3) ℝ) - gram s p n).det =
      (x - s ^ 2) * (x - p ^ 2) ^ 2 := by
  rw [gram_eq hn, Matrix.det_fin_three]
  simp only [dotProduct, Fin.sum_univ_three] at hn
  simp only [Matrix.add_apply, Matrix.sub_apply, Matrix.smul_apply, vecMulVec_apply,
    Matrix.one_apply, smul_eq_mul, Fin.reduceEq, ↓reduceIte]
  linear_combination (-(x - p ^ 2) ^ 2 * (s ^ 2 - p ^ 2)) * hn

/-- Applying an orthogonal matrix `R` to both the bond and the p orbital turns the hopping
tensor `T` into `R T Rᵀ`. -/
theorem hop_covariant {R : Matrix (Fin 3) (Fin 3) ℝ} (hR : Rᵀ * R = 1) (s p : ℝ)
    (n v : Fin 3 → ℝ) : hop s p (R *ᵥ n) (R *ᵥ v) = R * hop s p n v * Rᵀ := by
  have hone : R * Rᵀ = 1 := mul_eq_one_comm.mp hR
  -- inner products are preserved, so transverse parts rotate along
  have hdot : ∀ a b : Fin 3 → ℝ, (R *ᵥ a) ⬝ᵥ (R *ᵥ b) = a ⬝ᵥ b := fun a b => by
    rw [Matrix.dotProduct_mulVec, ← Matrix.vecMul_transpose, Matrix.vecMul_vecMul, hR,
      Matrix.vecMul_one]
  have hperp : perp (R *ᵥ n) (R *ᵥ v) = R *ᵥ perp n v := by
    simp only [perp, hdot, Matrix.mulVec_sub, Matrix.mulVec_smul]
  have hout : ∀ a b : Fin 3 → ℝ,
      vecMulVec (R *ᵥ a) (R *ᵥ b) = R * vecMulVec a b * Rᵀ := fun a b => by
    rw [Matrix.mul_vecMulVec, Matrix.vecMulVec_mul, Matrix.vecMul_transpose]
  simp only [hop, hperp, hdot, hout, Matrix.mul_add, Matrix.add_mul, Matrix.mul_sub,
    Matrix.sub_mul, Matrix.mul_smul, Matrix.smul_mul, Matrix.mul_one, hone]

end

end TwoCentrePD
```

```lean
#print axioms TwoCentrePD.hop_normSq
-- 'TwoCentrePD.hop_normSq' depends on axioms: [propext, Classical.choice, Quot.sound]
#print axioms TwoCentrePD.frob_hop_eq_gram
-- 'TwoCentrePD.frob_hop_eq_gram' depends on axioms: [propext, Classical.choice, Quot.sound]
#print axioms TwoCentrePD.gram_det
-- 'TwoCentrePD.gram_det' depends on axioms: [propext, Classical.choice, Quot.sound]
#print axioms TwoCentrePD.hop_covariant
-- 'TwoCentrePD.hop_covariant' depends on axioms: [propext, Classical.choice, Quot.sound]
```

### Where unit length and orthogonality enter the proof

`dot_perp` and `perp_dot_perp` are the two computations with w. `frob_channels` combines the three tensor products S:S, S:P and P:P in one identity. It expands everything into components, and `linear_combination` then states which multiples of the unit-length and orthogonality equations close the gap.

`hop_symm_traceless` checks symmetry entry by entry and obtains the trace from ⟨n,n⟩ = 1 and ⟨n,w⟩ = 0. `hop_inner` applies `frob_channels` and evaluates the squares of the root prefactors; `hop_normSq` is its case u = v.

`gram_eq` evaluates `hop_inner` on Cartesian basis vectors. For `gram_det`, Lean rewrites the Gram matrix with `gram_eq`, expands the 3 × 3 determinant instead of using eigenvectors, and then uses the unit-length equation once more, multiplied by −(x − p²)²(s² − p²).

Finally, `hop_covariant` shows that applying an orthogonal R to both bond and orbital turns T into RTRᵀ. Inner products are preserved, so w becomes Rw, each outer product abᵀ becomes R(abᵀ)Rᵀ, and I = RIRᵀ. This includes reflections and does not require n to have unit length.

### A bond in the xy plane, with numbers

Take n = (3/5, 4/5, 0), s = 2, p = 1 and v = (1, 0, 0). Then ⟨n,v⟩ = 3/5, w = (16/25, −12/25, 0) and ‖w‖² = 16/25, so

‖T(v)‖² = 4·(9/25) + 16/25 = 52/25

The Gram matrix is I + 3nnᵀ. Its xy block has diagonal entries 52/25 and 73/25 and off-diagonal entry 36/25, hence trace 5 and determinant 4. Its eigenvalues are 4 and 1, and the z direction contributes another 1: s², p², p².

### The 5 × 3 block in a tight-binding code

A code stores the components of T on five orthonormal d tensors. For d_xy, the tensor has entries 1/√2 at positions xy and yx, and its product with T for the p_x orbital is

√3 nₓ²n_y s + n_y(1 − 2nₓ²) p

With n pointing from the p atom to the d atom, this is the familiar Slater–Koster entry. In a non-interacting two-centre model with orthonormal orbitals on each atom, one can therefore test a p–d routine by computing the singular values of its 5 × 3 block for several directions at one bond length: they should always be |s|, |p|, |p|. A misplaced √3 in this entry generally shows up, whereas reversing the sign of s or p throughout does not. The Lean file works with the tensor itself and does not construct this block.
